# A particle in a hard-wall box responds to strain at first order: E′(0) = −2E(0)

## Can the energy change when the interior potential does not?

I stretch a hard-wall box from length L to (1+t)L and describe the particle in the coordinate of the unstretched box. The potential inside is zero before and after, so the interior potential perturbation is zero. Still, the energy of the n-th state should change at first order in t, with slope −2E(0), and this slope should be the expectation value of a purely kinetic perturbation. Can this be stated rigorously and proved in Lean, so that a machine checks the derivative, the integral and the claim that it is nonzero?

## Strain placed in the kinetic operator

Yes. The choice to settle first is where the strain lives. In the physical coordinate x the operator stays the same and the wall moves, so Hamiltonians at different t act on different intervals. In the coordinate s, with x = (1+t)s, the interval is always [0, L] and the strain sits in the kinetic operator. The Lean file takes the second description. Since d/dx = (1+t)⁻¹ d/ds, the Hamiltonian in atomic units is

H(t) f = −(1+t)⁻² f″/2, for t > −1.

The state of the stretched box is ψ(x) = √(2/((1+t)L)) sin(nπx/((1+t)L)), with n ≥ 1. Its rescaled form does not depend on t:

φ(s) = √(1+t) ψ((1+t)s) = √(2/L) sin(nπs/L).

## The energy slope and the wall slope

Write k = nπ/L. Two differentiations give

φ′(s) = √(2/L) k cos(ks), φ″(s) = −k² φ(s),

and φ(0) = φ(L) = 0. The equation H(t)φ = E(t)φ becomes (1+t)⁻² (k²/2) φ = E(t) φ. At s = L/(2n), which lies inside the box, the sine equals one, so φ can be cancelled:

E(t) = k² / (2(1+t)²), E(0) = k²/2, E′(0) = −k² = −2E(0).

For the perturbation side, the derivative of −(1+t)⁻²/2 at t = 0 is 1, so the first-order change of H(t)f is f″. Its expectation value follows from the function

W = ½[φφ′ − s(φ′² + k²φ²)].

The derivative of φ′² + k²φ² is 2φ′(φ″ + k²φ) = 0, which leaves

W′ = ½[φ′² + φφ″ − φ′² − k²φ²] = ½[φφ″ − k²φ²] = φφ″.

Because φ vanishes at both walls,

∫φφ″ ds = W(L) − W(0) = −(L/2) φ′(L)².

With cos²(nπ) = 1, φ′(L)² = 2k²/L, and the integral is −k², equal to E′(0). It is nonzero because n ≥ 1. Since the integral is also −k²∫φ² ds, the state is normalised.

The perturbation does not mix different box states. For m ≠ n, with k_m = mπ/L and k_n = nπ/L,

(φ_m φ_n′ − φ_m′ φ_n)′ = (k_m² − k_n²) φ_m φ_n.

The bracket on the left vanishes at both walls, so ∫φ_m φ_n ds = 0 and hence ∫φ_m φ_n″ ds = 0. This fits the fact that φ does not change with t.

Here is the complete file.

```lean
import Mathlib

open scoped Real

namespace StrainedBox

noncomputable section

/-- The `n`-th sine state of a hard-wall box `[0, L]`, for `L > 0` and `n ≥ 1`. For `n = 0` this is
the zero function. -/
def boxState (L : ℝ) (n : ℕ) (s : ℝ) : ℝ :=
  Real.sqrt (2 / L) * Real.sin (n * π * s / L)

/-- The Hamiltonian inside a box stretched by the factor `1 + t`, written in the coordinate of
the unstretched box, for `t > -1`. It is purely kinetic (atomic units). -/
def strainedHamiltonian (t : ℝ) (f : ℝ → ℝ) (s : ℝ) : ℝ :=
  -(1 / (1 + t) ^ 2) * deriv (deriv f) s / 2

/-- The slope of a box state is a cosine, and its second derivative is `-(nπ/L)²` times
the state. -/
theorem boxState_derivatives (L : ℝ) (n : ℕ) (s : ℝ) :
    HasDerivAt (boxState L n)
      (Real.sqrt (2 / L) * (n * π / L) * Real.cos (n * π * s / L)) s ∧
    HasDerivAt (deriv (boxState L n)) (-(n * π / L) ^ 2 * boxState L n s) s := by
  have phase : ∀ x : ℝ, HasDerivAt (fun y : ℝ => n * π * y / L) (n * π / L) x := fun x =>
    (((hasDerivAt_id' x).const_mul (n * π)).div_const L).congr_deriv (by ring)
  have first : ∀ x : ℝ, HasDerivAt (boxState L n)
      (Real.sqrt (2 / L) * (n * π / L) * Real.cos (n * π * x / L)) x := by
    intro x
    have h := (phase x).sin.const_mul (Real.sqrt (2 / L))
    exact HasDerivAt.congr_deriv h (by ring)
  refine ⟨first s, ?_⟩
  rw [show deriv (boxState L n) = fun x =>
    Real.sqrt (2 / L) * (n * π / L) * Real.cos (n * π * x / L) from
      funext fun x => (first x).deriv]
  have h := (phase s).cos.const_mul (Real.sqrt (2 / L) * (n * π / L))
  exact h.congr_deriv (by unfold boxState; ring)

/-- Box states vanish at both walls of a box of positive length. -/
theorem boxState_walls {L : ℝ} (hL : 0 < L) (n : ℕ) :
    boxState L n 0 = 0 ∧ boxState L n L = 0 := by
  constructor
  · simp [boxState]
  · unfold boxState
    rw [mul_div_cancel_right₀ _ hL.ne', Real.sin_nat_mul_pi, mul_zero]

/-- For `L > 0` and `t > -1`, the state of the stretched box, read at the stretched point and
multiplied by `√(1+t)`, is the state of the original box. -/
theorem boxState_rescaled {L t : ℝ} (hL : 0 < L) (ht : -1 < t) (n : ℕ) (s : ℝ) :
    Real.sqrt (1 + t) * boxState ((1 + t) * L) n ((1 + t) * s) = boxState L n s := by
  have h1 : 0 < 1 + t := by linarith
  have hp : n * π * ((1 + t) * s) / ((1 + t) * L) = n * π * s / L := by
    field_simp
  have ha : (1 + t) * (2 / ((1 + t) * L)) = 2 / L := by
    field_simp
  unfold boxState
  rw [hp, ← mul_assoc, ← Real.sqrt_mul h1.le, ha]

/-- At zero strain, the derivative in `t` of the strained Hamiltonian applied to `f` at `s` is
`deriv (deriv f) s`, which is the second derivative of `f` when `f` is twice differentiable. -/
theorem strainedHamiltonian_deriv (f : ℝ → ℝ) (s : ℝ) :
    HasDerivAt (fun t => strainedHamiltonian t f s) (deriv (deriv f) s) 0 := by
  have h0 : HasDerivAt (fun t : ℝ => 1 + t) 1 0 := (hasDerivAt_id' 0).const_add 1
  have h1 : HasDerivAt (fun t : ℝ => 1 / (1 + t) ^ 2) (-2) 0 :=
    ((hasDerivAt_const (0 : ℝ) (1 : ℝ)).fun_div (h0.fun_pow 2) (by norm_num)).congr_deriv
      (by norm_num)
  have h2 := (h1.fun_neg.mul_const (deriv (deriv f) s)).div_const 2
  exact HasDerivAt.congr_deriv h2 (by ring)

/-- For `L > 0`, `t > -1` and `n ≥ 1`, the unchanged state solves the strained Schrödinger
equation with energy `ε` exactly when `(1+t)² ε = (nπ/L)²/2`. -/
theorem strained_eigenvalue_iff {L t : ℝ} (hL : 0 < L) (ht : -1 < t) {n : ℕ} (hn : 1 ≤ n)
    (ε : ℝ) :
    (∀ s ∈ Set.Ioo 0 L, strainedHamiltonian t (boxState L n) s = ε * boxState L n s) ↔
      (1 + t) ^ 2 * ε = (n * π / L) ^ 2 / 2 := by
  have h1 : 1 + t ≠ 0 := by linarith
  have hc : (1 + t) ^ 2 * (1 / (1 + t) ^ 2) = 1 := mul_one_div_cancel (pow_ne_zero 2 h1)
  have hn1 : (1 : ℝ) ≤ n := by exact_mod_cast hn
  have hn0 : (n : ℝ) ≠ 0 := by linarith
  constructor
  · intro h
    -- evaluate at the first maximum of the sine
    have hs := h (L / (2 * n)) ⟨div_pos hL (by linarith), div_lt_self hL (by linarith)⟩
    have hφ : boxState L n (L / (2 * n)) ≠ 0 := by
      have hp : n * π * (L / (2 * n)) / L = π / 2 := by field_simp
      unfold boxState
      rw [hp, Real.sin_pi_div_two, mul_one]
      exact (Real.sqrt_pos.2 (by positivity)).ne'
    unfold strainedHamiltonian at hs
    rw [(boxState_derivatives L n _).2.deriv] at hs
    apply mul_right_cancel₀ hφ
    linear_combination (-(1 + t) ^ 2) * hs +
      ((n * π / L) ^ 2 / 2 * boxState L n (L / (2 * n))) * hc
  · intro h s _
    unfold strainedHamiltonian
    rw [(boxState_derivatives L n s).2.deriv]
    linear_combination (-(1 / (1 + t) ^ 2) * boxState L n s) * h + (ε * boxState L n s) * hc

/-- In a box of length `L > 0`, the expectation value of the strain perturbation is `-L/2` times
the squared slope of the state at the wall `L`. -/
theorem strain_expectation_eq_wall {L : ℝ} (hL : 0 < L) (n : ℕ) :
    ∫ s in (0 : ℝ)..L, boxState L n s * deriv (deriv (boxState L n)) s =
      -(L / 2) * deriv (boxState L n) L ^ 2 := by
  have hcont : Continuous (boxState L n) := continuous_iff_continuousAt.2 fun s =>
    (boxState_derivatives L n s).1.continuousAt
  simp only [fun s => (boxState_derivatives L n s).2.deriv]
  -- the virial antiderivative
  have hW : ∀ s ∈ Set.uIcc 0 L, HasDerivAt (fun s => (boxState L n s * deriv (boxState L n) s -
      s * (deriv (boxState L n) s * deriv (boxState L n) s +
        (n * π / L) ^ 2 * (boxState L n s * boxState L n s))) / 2)
      (boxState L n s * (-(n * π / L) ^ 2 * boxState L n s)) s := by
    intro s _
    have h0 := (boxState_derivatives L n s).1.differentiableAt.hasDerivAt
    have h1 := (boxState_derivatives L n s).2
    exact (((h0.fun_mul h1).fun_sub ((hasDerivAt_id' s).fun_mul ((h1.fun_mul h1).fun_add
      ((h0.fun_mul h0).const_mul ((n * π / L) ^ 2))))).div_const 2).congr_deriv (by ring)
  rw [intervalIntegral.integral_eq_sub_of_hasDerivAt hW
    ((hcont.mul (continuous_const.mul hcont)).intervalIntegrable _ _)]
  simp only [(boxState_walls hL n).1, (boxState_walls hL n).2]
  ring

/-- In a box of length `L > 0`, the expectation value of the strain perturbation in the `n`-th
state is `-(nπ/L)²`. -/
theorem strain_expectation {L : ℝ} (hL : 0 < L) (n : ℕ) :
    ∫ s in (0 : ℝ)..L, boxState L n s * deriv (deriv (boxState L n)) s =
      -(n * π / L) ^ 2 := by
  have hcos : Real.cos (n * π) ^ 2 = 1 := by
    have h := Real.sin_sq_add_cos_sq (n * π)
    rw [Real.sin_nat_mul_pi] at h
    linarith
  have hsq : Real.sqrt (2 / L) ^ 2 = 2 / L := Real.sq_sqrt (by positivity)
  have hl : -(L / 2) * (2 / L) = -1 := by field_simp
  rw [strain_expectation_eq_wall hL, (boxState_derivatives L n L).1.deriv,
    mul_div_cancel_right₀ _ hL.ne', mul_pow, mul_pow, hcos, hsq, mul_one, ← mul_assoc, hl]
  ring

/-- For `L > 0` and `n ≥ 1` the box state is normalised. -/
theorem boxState_normalized {L : ℝ} (hL : 0 < L) {n : ℕ} (hn : 1 ≤ n) :
    ∫ s in (0 : ℝ)..L, boxState L n s ^ 2 = 1 := by
  have hn0 : (n : ℝ) ≠ 0 := by exact_mod_cast (show n ≠ 0 by omega)
  have hk : -(n * π / L) ^ 2 ≠ 0 :=
    neg_ne_zero.2 (pow_ne_zero 2 (div_ne_zero (mul_ne_zero hn0 Real.pi_ne_zero) hL.ne'))
  have h := strain_expectation hL n
  rw [show (fun s => boxState L n s * deriv (deriv (boxState L n)) s) =
    fun s => -(n * π / L) ^ 2 * boxState L n s ^ 2 from funext fun s => by
      rw [(boxState_derivatives L n s).2.deriv]; ring,
    intervalIntegral.integral_const_mul] at h
  exact mul_left_cancel₀ hk (h.trans (mul_one _).symm)

/-- In a box of length `L > 0`, the strain perturbation has no matrix element between two
different box states. -/
theorem strain_offdiagonal {L : ℝ} (hL : 0 < L) {m n : ℕ} (hmn : m ≠ n) :
    ∫ s in (0 : ℝ)..L, boxState L m s * deriv (deriv (boxState L n)) s = 0 := by
  have hcont : ∀ j, Continuous (boxState L j) := fun j => continuous_iff_continuousAt.2 fun s =>
    (boxState_derivatives L j s).1.continuousAt
  have hne : (m * π / L) ^ 2 - (n * π / L) ^ 2 ≠ 0 := by
    intro h
    have h1 := (sq_eq_sq₀ (by positivity) (by positivity)).1 (sub_eq_zero.1 h)
    rw [div_left_inj' hL.ne'] at h1
    exact hmn (by exact_mod_cast mul_right_cancel₀ Real.pi_ne_zero h1)
  obtain ⟨a, ha⟩ : ∃ a : ℝ, a * ((m * π / L) ^ 2 - (n * π / L) ^ 2) = -(n * π / L) ^ 2 :=
    ⟨_, div_mul_cancel₀ _ hne⟩
  simp only [fun s => (boxState_derivatives L n s).2.deriv]
  -- Green's identity: the integrand is the derivative of a multiple of the Wronskian
  have hG : ∀ s ∈ Set.uIcc 0 L, HasDerivAt (fun s => a * (boxState L m s *
      deriv (boxState L n) s - deriv (boxState L m) s * boxState L n s))
      (boxState L m s * (-(n * π / L) ^ 2 * boxState L n s)) s := by
    intro s _
    have hm0 := (boxState_derivatives L m s).1.differentiableAt.hasDerivAt
    have hn0 := (boxState_derivatives L n s).1.differentiableAt.hasDerivAt
    exact (((hm0.fun_mul (boxState_derivatives L n s).2).fun_sub
      ((boxState_derivatives L m s).2.fun_mul hn0)).const_mul a).congr_deriv
        (by linear_combination (boxState L m s * boxState L n s) * ha)
  rw [intervalIntegral.integral_eq_sub_of_hasDerivAt hG
    (((hcont m).mul (continuous_const.mul (hcont n))).intervalIntegrable _ _)]
  simp only [(boxState_walls hL m).1, (boxState_walls hL m).2,
    (boxState_walls hL n).1, (boxState_walls hL n).2]
  ring

/-- Let `L > 0`, `n ≥ 1`, and let `E t` be the energy of the rescaled state in the strained box
for every `t > -1`. Then `E'(0)` is the expectation value of the second derivative, which equals
`-2 E(0)` and is nonzero. -/
theorem strain_derivative_of_energy {L : ℝ} (hL : 0 < L) {n : ℕ} (hn : 1 ≤ n) (E : ℝ → ℝ)
    (hE : ∀ t, -1 < t → ∀ s ∈ Set.Ioo 0 L,
      strainedHamiltonian t (boxState L n) s = E t * boxState L n s) :
    HasDerivAt E (∫ s in (0 : ℝ)..L, boxState L n s * deriv (deriv (boxState L n)) s) 0 ∧
    ∫ s in (0 : ℝ)..L, boxState L n s * deriv (deriv (boxState L n)) s = -2 * E 0 ∧
    ∫ s in (0 : ℝ)..L, boxState L n s * deriv (deriv (boxState L n)) s ≠ 0 := by
  have hval : ∀ t, -1 < t → (1 + t) ^ 2 * E t = (n * π / L) ^ 2 / 2 := fun t ht =>
    (strained_eigenvalue_iff hL ht hn (E t)).1 (hE t ht)
  have hn0 : (n : ℝ) ≠ 0 := by exact_mod_cast (show n ≠ 0 by omega)
  rw [strain_expectation hL n]
  refine ⟨?_, ?_, ?_⟩
  · -- near zero strain the energy is an inverse square of the length
    have h0 : HasDerivAt (fun t : ℝ => 1 + t) 1 0 := (hasDerivAt_id' 0).const_add 1
    have h1 : HasDerivAt (fun t : ℝ => (n * π / L) ^ 2 / 2 / (1 + t) ^ 2)
        (-(n * π / L) ^ 2) 0 :=
      ((hasDerivAt_const (0 : ℝ) ((n * π / L) ^ 2 / 2)).fun_div (h0.fun_pow 2)
        (by norm_num)).congr_deriv (by norm_num)
    refine h1.congr_of_eventuallyEq ?_
    filter_upwards [Ioi_mem_nhds (show (-1 : ℝ) < 0 by norm_num)] with t ht
    have ht' : -1 < t := ht
    have hne : (1 + t) ^ 2 ≠ 0 := pow_ne_zero 2 (by linarith)
    rw [eq_div_iff hne, mul_comm]
    exact hval t ht'
  · linear_combination 2 * hval 0 (by norm_num)
  · exact neg_ne_zero.2
      (pow_ne_zero 2 (div_ne_zero (mul_ne_zero hn0 Real.pi_ne_zero) hL.ne'))

end

end StrainedBox
```

```lean
#print axioms StrainedBox.strain_expectation_eq_wall
#print axioms StrainedBox.boxState_normalized
#print axioms StrainedBox.strain_offdiagonal
#print axioms StrainedBox.strain_derivative_of_energy
```

```
'StrainedBox.strain_expectation_eq_wall' depends on axioms: [propext, Classical.choice, Quot.sound]
'StrainedBox.boxState_normalized' depends on axioms: [propext, Classical.choice, Quot.sound]
'StrainedBox.strain_offdiagonal' depends on axioms: [propext, Classical.choice, Quot.sound]
'StrainedBox.strain_derivative_of_energy' depends on axioms: [propext, Classical.choice, Quot.sound]
```

## What is assumed about E, and what follows

The main theorem is `strain_derivative_of_energy`. It takes a length L > 0, an integer n ≥ 1 and an arbitrary function `E : ℝ → ℝ`. The hypothesis `hE` says that, for every t > −1 and every s strictly between the walls, φ solves the strained Schrödinger equation with energy `E t`. Neither a formula for E nor its differentiability is assumed. There are three conclusions: E has derivative ∫φφ″ ds at t = 0, this integral equals −2E(0), and it is not zero. The reverse direction of `strained_eigenvalue_iff` shows that k²/(2(1+t)²) is such an energy function.

`boxState L n` is φ, written as a sine on the whole real line. Only its values on [0, L] matter physically, and its derivative at L is the slope seen from inside the box. `Set.Ioo 0 L` is the open interior, and `∫ s in (0 : ℝ)..L` is the integral over the box. `strainedHamiltonian t f s` is the value of H(t)f at s, with ħ and the mass set to one. The hard walls enter through the chosen state, whose zeros are proved in `boxState_walls`.

The factor (1+t)⁻² is part of the definition of the Hamiltonian; the change of variables that produces it is the short argument given above. The file does prove, in `boxState_rescaled`, that φ is the rescaled state of the stretched box.

The equality of E′(0) with an expectation value has the Hellmann–Feynman form, but it is obtained for this explicit family by computing both sides. The theorem concerns one particle in one dimension with no interior potential, and it does not show that the sine states exhaust the spectrum.

## From the sine to the derivative of E in Lean

`boxState_derivatives` applies the chain rule twice and supplies φ′ and φ″ to the later proofs about the energy and the integrals. `strainedHamiltonian_deriv` differentiates the prefactor of the Hamiltonian and finds the perturbation f″. It is stated pointwise for every f and has its physical meaning when f is twice differentiable.

`strained_eigenvalue_iff` turns the differential equation into the algebraic condition (1+t)²ε = k²/2. In the forward direction, the proof evaluates the equation at L/(2n), shows that φ is nonzero there and cancels it with `mul_right_cancel₀`. The `linear_combination` steps carry out the multiplication by (1+t)² in one direction and the division by it in the other.

`strain_expectation_eq_wall` contains the function W. Its derivative is checked in `hW`, and `intervalIntegral.integral_eq_sub_of_hasDerivAt` then gives the integral as a difference of wall values. `strain_expectation` inserts cos²(nπ) = 1, obtained from sin(nπ) = 0, and reaches −k². `boxState_normalized` divides that result by −k². `strain_offdiagonal` uses the same integration theorem, now with a multiple of φ_m φ_n′ − φ_m′ φ_n as antiderivative.

In the main theorem, `hval` extracts (1+t)²E(t) = k²/2 for all t > −1. Near t = 0 the unknown E therefore agrees with the explicit inverse square, and `congr_of_eventuallyEq` transfers the derivative of that formula to E. The second conclusion is `hval` at t = 0, and the third uses n ≠ 0, π ≠ 0 and L ≠ 0.

## The kinetic stress in a plane-wave code

The stress computed in electronic structure codes is, up to a sign convention, the strain derivative of the energy divided by the cell volume. The slope E′(0) of the box is a one-particle, one-dimensional analogue of the kinetic part of that strain derivative. In a periodic plane-wave calculation, a uniform stretch of a one-dimensional cell takes a wave vector G to G/(1+t). For one state at zero Bloch wave vector, with the expansion coefficients c_G held fixed and normalised, the kinetic energy and its strain derivative are

T(t) = ½ Σ |c_G|² G²/(1+t)², T′(0) = −Σ |c_G|² G² = −2T(0).

The factor −G² is the second derivative acting on a plane wave, the same perturbation f″ as in the box. In a full density functional calculation, the Hartree, exchange-correlation and ionic terms add their own strain derivatives.

The box also gives a simple test of a grid code. Keep the number of grid points fixed, let the spacing scale with 1+t, and compare (E(δ) − E(−δ))/(2δ) for a small strain δ with −2E(0), where all three energies are the ones computed on the grid. With the usual three-point Laplacian, the whole matrix scales as (1+t)⁻², so the two agree up to rounding and an error of order δ², even on a coarse grid.
